# A constant real feedback factor around damped oscillators gives a growing mode exactly when the static loop gain exceeds one

A polarisable body that feels part of its own field has the dipole $p=\alpha(E+Lp)$, so its response to the external field $E$ is $\alpha/(1-L\alpha)$. This expression can give a finite, smooth spectrum at every real frequency while the system it describes runs away. With time dependence $e^{-izt}$, a zero of $1-L\alpha$ at $\operatorname{Im}z>0$ is a dipole that grows without any external field, and a scan along the real axis can miss it. One static number is enough to detect it.

Let
$$\alpha(z)=\sum_j\frac{f_j}{D_j(z)},\qquad D_j(z)=w_j^2-z^2-ig_jz,$$
be a nonempty finite sum with strengths $f_j>0$, frequencies $w_j>0$ (usually written $\omega_j$) and damping $g_j\ge0$. Let $L$ be real and independent of frequency, which stands for feedback without delay or loss. Then $1-L\alpha$ has a zero in the open upper half plane if and only if the static loop gain $L\alpha(0)$ exceeds one.

## Growing modes lie on the imaginary axis

Write $z=x+iy$ with $y>0$. Then
$$D_j=w_j^2-x^2+y^2+g_jy-ix(2y+g_j).$$
No $D_j$ vanishes: for $x\ne0$ its imaginary part is nonzero, and for $x=0$ the whole of $D_j$ is real and positive. Since $\operatorname{Im}(f_j/D_j)=-f_j\operatorname{Im}D_j/|D_j|^2$,
$$\operatorname{Im}\alpha(z)=x\sum_j\frac{f_j(2y+g_j)}{|D_j|^2}.$$
The sum is positive. At a zero, $L\alpha=1$, so $L\neq0$ and $\alpha=1/L$ is real, which forces $x=0$. What remains is $LR(y)=1$ with
$$R(y)=\alpha(iy)=\sum_j\frac{f_j}{w_j^2+y^2+g_jy}.$$

## The static gain decides

For $y\ge0$, $R$ is positive and strictly decreasing. If $LR(y)=1$ at some $y>0$, then $L>0$ and $L\alpha(0)=LR(0)>LR(y)=1$.

Conversely, let $LR(0)>1$, so $L>0$. Put $F=\sum_jf_j$ and $Y=LF+1$. Each term of $R(Y)Y^2$ is at most $f_j$, hence
$$LR(Y)\le \frac{LF}{Y^2}=\frac{Y-1}{Y^2}<1.$$
By continuity $LR$ equals one somewhere between $0$ and $Y$, and by monotonicity only once. The growing mode is therefore unique.

If every $g_j>0$, the sum in $\operatorname{Im}\alpha$ stays positive at $y=0$, $x\neq0$. A zero at real frequency can then sit only at $z=0$, where it means $L\alpha(0)=1$. Zeros in the closed upper half plane thus exist exactly when $L\alpha(0)\ge1$.

For a single oscillator, a zero at $z=iy$ satisfies $y^2+gy+w^2-Lf=0$, which has a positive root exactly when $Lf>w^2$: feedback has turned the restoring force negative. If $g=0$, $L\ne0$ and $Lf<w^2$, there are zeros at the real frequencies $\pm\sqrt{w^2-Lf}$, so the closed-half-plane criterion fails when all damping is absent.

## The response in Lean

The oscillators are labelled by a finite type `ι`.

```lean
import Mathlib

open Set

namespace FeedbackStability

noncomputable section

variable {ι : Type*} [Fintype ι]
```

The functions `f`, `g` and `w` are real, while `z` is complex.

```lean
/-- The response `α(z) = ∑ f_j / (w_j² - z² - i g_j z)` of a finite set of damped oscillators at
complex frequency `z`, meant for `z` at which no denominator vanishes. -/
def polarizability (f g w : ι → ℝ) (z : ℂ) : ℂ :=
  ∑ j, (f j : ℂ) / ((w j : ℂ) ^ 2 - z ^ 2 - Complex.I * (g j : ℂ) * z)
```

The value $\alpha(0)$ gets its own real-valued definition.

```lean
/-- The static response `∑ f_j / w_j²`, meant for nonzero `w_j`. -/
def staticResponse (f w : ι → ℝ) : ℝ := ∑ j, f j / w j ^ 2
```

The function $R$ is `axisResponse`.

```lean
/-- The real sum `∑ f_j / (w_j² + y² + g_j y)`, meant for `y` at which no denominator
vanishes. -/
def axisResponse (f g w : ι → ℝ) (y : ℝ) : ℝ :=
  ∑ j, f j / (w j ^ 2 + y ^ 2 + g j * y)
```

Two lemmas connect these real sums to $\alpha$. The first sets $z=0$.

```lean
/-- The response at zero frequency is the static response. -/
theorem polarizability_zero (f g w : ι → ℝ) :
    polarizability f g w 0 = (staticResponse f w : ℂ) := by
  simp [polarizability, staticResponse]
```

The second sets $z=iy$ and uses $i^2=-1$ in each denominator.

```lean
/-- At the imaginary frequency `i y` the response is the real number `axisResponse f g w y`. -/
theorem polarizability_imag_axis (f g w : ι → ℝ) (y : ℝ) :
    polarizability f g w (Complex.I * (y : ℂ)) = (axisResponse f g w y : ℂ) := by
  simp only [polarizability, axisResponse]
  push_cast
  refine Finset.sum_congr rfl fun j _ => ?_
  have hden : (w j : ℂ) ^ 2 - (Complex.I * (y : ℂ)) ^ 2
      - Complex.I * (g j : ℂ) * (Complex.I * (y : ℂ))
      = (w j : ℂ) ^ 2 + (y : ℂ) ^ 2 + (g j : ℂ) * (y : ℂ) := by
    linear_combination (-((y : ℂ) ^ 2 + (g j : ℂ) * (y : ℂ))) * Complex.I_sq
  rw [hden]
```

Strict decrease on `Ici 0`, the half-line $y\ge0$, is proved term by term: a larger positive denominator gives a smaller fraction.

```lean
/-- For a nonempty set of oscillators with positive strengths and frequencies and nonnegative
damping, the response at `i y` decreases strictly as `y ≥ 0` grows. -/
theorem axisResponse_strictAntiOn [Nonempty ι] {f g w : ι → ℝ} (hf : ∀ j, 0 < f j)
    (hg : ∀ j, 0 ≤ g j) (hw : ∀ j, 0 < w j) :
    StrictAntiOn (axisResponse f g w) (Ici 0) := by
  intro a ha b _ hab
  have ha' : 0 ≤ a := ha
  refine Finset.sum_lt_sum_of_nonempty Finset.univ_nonempty fun j _ => ?_
  have h1 := hw j
  have h2 := hg j
  have h3 : g j * a ≤ g j * b := mul_le_mul_of_nonneg_left hab.le h2
  have h4 : a ^ 2 < b ^ 2 := by nlinarith
  exact div_lt_div_of_pos_left (hf j) (by positivity) (by linarith)
```

## Locating the zeros

The proof of the next lemma assumes $x\ne0$ for contradiction. There `him` is the imaginary part of $D_j$, `key` is the formula for $\operatorname{Im}\alpha$, and `hpos` is the positivity of the sum. The hypothesis $2\operatorname{Im}z+g_j>0$ serves both the open half plane and the damped real axis.

```lean
/-- For a nonempty set of oscillators with positive strengths, and at a frequency with
`2 Im z + g_j > 0` for every oscillator, the response can be real only if `Re z = 0`. -/
theorem re_eq_zero_of_real_response [Nonempty ι] {f g w : ι → ℝ} (hf : ∀ j, 0 < f j)
    {z : ℂ} (hz : ∀ j, 0 < 2 * z.im + g j) (h : (polarizability f g w z).im = 0) :
    z.re = 0 := by
  by_contra hx
  have him : ∀ j, ((w j : ℂ) ^ 2 - z ^ 2 - Complex.I * (g j : ℂ) * z).im
      = -(z.re * (2 * z.im + g j)) := by
    intro j
    simp only [pow_two, Complex.sub_im, Complex.mul_im, Complex.mul_re, Complex.ofReal_re,
      Complex.ofReal_im, Complex.I_re, Complex.I_im]
    ring
  -- the imaginary part of the response is `Re z` times a positive sum
  have key : (polarizability f g w z).im = z.re * ∑ j, f j * (2 * z.im + g j) /
      Complex.normSq ((w j : ℂ) ^ 2 - z ^ 2 - Complex.I * (g j : ℂ) * z) := by
    unfold polarizability
    rw [Complex.im_sum, Finset.mul_sum]
    refine Finset.sum_congr rfl fun j _ => ?_
    rw [Complex.div_im, him j, Complex.ofReal_im, Complex.ofReal_re]
    ring
  have hpos : 0 < ∑ j, f j * (2 * z.im + g j) /
      Complex.normSq ((w j : ℂ) ^ 2 - z ^ 2 - Complex.I * (g j : ℂ) * z) := by
    refine Finset.sum_pos (fun j _ => div_pos (mul_pos (hf j) (hz j))
      (Complex.normSq_pos.mpr fun h0 => ?_)) Finset.univ_nonempty
    have h1 := him j
    rw [h0, Complex.zero_im] at h1
    exact mul_ne_zero hx (hz j).ne' (by linarith)
  rw [key] at h
  exact mul_ne_zero hx hpos.ne' h
```

The complex equation now becomes a real one. Taking imaginary parts of $L\alpha=1$ gives $\operatorname{Im}\alpha=0$, because $L\ne0$.

```lean
/-- With positive strengths, and where `2 Im z + g_j > 0` for every oscillator, `z` is a zero of
`1 - L α` exactly when `Re z = 0` and `L` times the response at `i Im z` is one. -/
theorem feedback_zero_iff [Nonempty ι] {f g w : ι → ℝ} (hf : ∀ j, 0 < f j) (L : ℝ)
    {z : ℂ} (hz : ∀ j, 0 < 2 * z.im + g j) :
    1 - (L : ℂ) * polarizability f g w z = 0 ↔
      z.re = 0 ∧ L * axisResponse f g w z.im = 1 := by
  have hpt : z.re = 0 → polarizability f g w z = (axisResponse f g w z.im : ℂ) := by
    intro hx
    have hzI : z = Complex.I * (z.im : ℂ) := by
      apply Complex.ext <;> simp [hx]
    rw [← polarizability_imag_axis, ← hzI]
  constructor
  · intro h
    have h1 : (L : ℂ) * polarizability f g w z = 1 := by linear_combination -h
    have hL : L ≠ 0 := by
      rintro rfl
      simp at h1
    have him := congrArg Complex.im h1
    simp only [Complex.mul_im, Complex.ofReal_re, Complex.ofReal_im, zero_mul, add_zero,
      Complex.one_im] at him
    have hx := re_eq_zero_of_real_response hf hz ((mul_eq_zero.mp him).resolve_left hL)
    rw [hpt hx] at h1
    exact ⟨hx, by exact_mod_cast h1⟩
  · rintro ⟨hx, h⟩
    have h1 : (L : ℂ) * (axisResponse f g w z.im : ℂ) = 1 := by exact_mod_cast h
    rw [hpt hx]
    linear_combination -h1
```

## Existence, uniqueness and the threshold

Here `hbound` is $R(Y)Y^2\le F$, `hlow` is the resulting bound at $Y$, and `intermediate_value_Icc'` supplies the crossing. Injectivity of the strictly decreasing $R$ gives uniqueness.

```lean
/-- For positive strengths and frequencies and nonnegative damping, if `L α(0) > 1` then `1 - L α`
has exactly one zero in the open upper half plane, and it lies on the imaginary axis. -/
theorem unique_growing_mode [Nonempty ι] {f g w : ι → ℝ} (hf : ∀ j, 0 < f j)
    (hg : ∀ j, 0 ≤ g j) (hw : ∀ j, 0 < w j) {L : ℝ} (h : 1 < L * staticResponse f w) :
    ∃ y : ℝ, 0 < y ∧ ∀ z : ℂ, 0 < z.im →
      (1 - (L : ℂ) * polarizability f g w z = 0 ↔ z = Complex.I * (y : ℂ)) := by
  have h0 : axisResponse f g w 0 = staticResponse f w := by
    simp [axisResponse, staticResponse]
  have hS : 0 < staticResponse f w :=
    Finset.sum_pos (fun j _ => div_pos (hf j) (pow_pos (hw j) 2)) Finset.univ_nonempty
  have hL : 0 < L := by
    by_contra hn
    nlinarith
  have hF : 0 < ∑ j, f j := Finset.sum_pos (fun j _ => hf j) Finset.univ_nonempty
  have hLF := mul_pos hL hF
  -- far up the imaginary axis the loop gain is at most one
  obtain ⟨Y, hY⟩ : ∃ Y, Y = L * (∑ j, f j) + 1 := ⟨_, rfl⟩
  have hY1 : 1 < Y := by linarith
  have hbound : axisResponse f g w Y * Y ^ 2 ≤ ∑ j, f j := by
    unfold axisResponse
    rw [Finset.sum_mul]
    refine Finset.sum_le_sum fun j _ => ?_
    have h1 := hw j
    have h2 := hg j
    have h3 := hf j
    have hY0 : 0 < Y := by linarith
    have h4 : 0 ≤ g j * Y := mul_nonneg h2 hY0.le
    rw [div_mul_eq_mul_div, div_le_iff₀ (by positivity)]
    exact mul_le_mul_of_nonneg_left (by nlinarith [sq_nonneg (w j)]) h3.le
  have hlow : L * axisResponse f g w Y ≤ 1 := by
    by_contra hn
    have hn' : 1 < L * axisResponse f g w Y := not_le.mp hn
    have h1 := mul_le_mul_of_nonneg_left hbound hL.le
    have h2 : 1 * Y ^ 2 ≤ L * axisResponse f g w Y * Y ^ 2 :=
      mul_le_mul_of_nonneg_right hn'.le (sq_nonneg Y)
    nlinarith
  have hcont : ContinuousOn (fun y => L * axisResponse f g w y) (Icc 0 Y) := by
    unfold axisResponse
    refine ContinuousOn.mul continuousOn_const (continuousOn_finsetSum _ fun j _ => ?_)
    refine ContinuousOn.div continuousOn_const (by fun_prop) fun y hy => ?_
    have h1 := hw j
    have h2 := mul_nonneg (hg j) hy.1
    positivity
  -- so the gain crosses one in between
  obtain ⟨y, hy, hy1⟩ := intermediate_value_Icc' (by linarith : (0 : ℝ) ≤ Y) hcont
    ⟨hlow, by simpa only [h0] using h.le⟩
  have hy1' : L * axisResponse f g w y = 1 := hy1
  have hypos : 0 < y := by
    refine lt_of_le_of_ne hy.1 fun he => ?_
    rw [← he, h0] at hy1'
    linarith
  refine ⟨y, hypos, fun z hz => ?_⟩
  rw [feedback_zero_iff hf L (fun j => by linarith [hg j])]
  constructor
  · rintro ⟨hx, h1⟩
    have heq : axisResponse f g w z.im = axisResponse f g w y :=
      mul_left_cancel₀ hL.ne' (h1.trans hy1'.symm)
    have hzy : z.im = y := (axisResponse_strictAntiOn hf hg hw).injOn
      (mem_Ici.mpr hz.le) (mem_Ici.mpr hypos.le) heq
    apply Complex.ext <;> simp [hx, hzy]
  · rintro rfl
    simpa using hy1'
```

The main equivalence takes its forward direction from monotonicity and its converse from the preceding theorem.

```lean
/-- For positive strengths and frequencies and nonnegative damping, `1 - L α` has a zero in the
open upper half plane if and only if `L α(0) > 1`. -/
theorem unstable_iff [Nonempty ι] {f g w : ι → ℝ} (hf : ∀ j, 0 < f j)
    (hg : ∀ j, 0 ≤ g j) (hw : ∀ j, 0 < w j) (L : ℝ) :
    (∃ z : ℂ, 0 < z.im ∧ 1 - (L : ℂ) * polarizability f g w z = 0) ↔
      1 < L * staticResponse f w := by
  constructor
  · rintro ⟨z, hz, h⟩
    obtain ⟨_, h1⟩ := (feedback_zero_iff hf L (fun j => by linarith [hg j])).mp h
    have h0 : axisResponse f g w 0 = staticResponse f w := by
      simp [axisResponse, staticResponse]
    have hlt := axisResponse_strictAntiOn hf hg hw (mem_Ici.mpr le_rfl) (mem_Ici.mpr hz.le) hz
    have hR : 0 ≤ axisResponse f g w z.im := Finset.sum_nonneg fun j _ => by
      have h2 := hf j
      have h3 := hg j
      positivity
    have hL : 0 < L := by
      by_contra hn
      nlinarith
    rw [h0] at hlt
    linarith [mul_lt_mul_of_pos_left hlt hL]
  · intro h
    obtain ⟨y, hy, hz⟩ := unique_growing_mode hf hg hw h
    have him : 0 < (Complex.I * (y : ℂ)).im := by simpa using hy
    exact ⟨_, him, (hz _ him).mpr rfl⟩
```

The version for the closed half plane requires `0 < g j` and treats $\operatorname{Im}z>0$ and $\operatorname{Im}z=0$ separately.

```lean
/-- For positive strengths, frequencies and damping, `1 - L α` has a zero in the closed upper half
plane, real frequencies included, if and only if `L α(0) ≥ 1`. -/
theorem not_strictly_stable_iff [Nonempty ι] {f g w : ι → ℝ} (hf : ∀ j, 0 < f j)
    (hg : ∀ j, 0 < g j) (hw : ∀ j, 0 < w j) (L : ℝ) :
    (∃ z : ℂ, 0 ≤ z.im ∧ 1 - (L : ℂ) * polarizability f g w z = 0) ↔
      1 ≤ L * staticResponse f w := by
  constructor
  · rintro ⟨z, hz, h⟩
    rcases hz.lt_or_eq with hlt | heq
    · exact ((unstable_iff hf (fun j => (hg j).le) hw L).mp ⟨z, hlt, h⟩).le
    · -- a zero at real frequency can only sit at zero frequency
      obtain ⟨_, h1⟩ := (feedback_zero_iff hf L (fun j => by linarith [hg j])).mp h
      have h0 : axisResponse f g w 0 = staticResponse f w := by
        simp [axisResponse, staticResponse]
      rw [← heq, h0] at h1
      exact h1.ge
  · intro h
    rcases h.lt_or_eq with hlt | heq
    · obtain ⟨z, hz, h1⟩ := (unstable_iff hf (fun j => (hg j).le) hw L).mpr hlt
      exact ⟨z, hz.le, h1⟩
    · refine ⟨0, le_rfl, ?_⟩
      have h1 : (L : ℂ) * (staticResponse f w : ℂ) = 1 := by exact_mod_cast heq.symm
      rw [polarizability_zero, h1, sub_self]

end

end FeedbackStability
```

```lean
#print axioms FeedbackStability.unique_growing_mode
-- 'FeedbackStability.unique_growing_mode' depends on axioms: [propext, Classical.choice, Quot.sound]
#print axioms FeedbackStability.not_strictly_stable_iff
-- 'FeedbackStability.not_strictly_stable_iff' depends on axioms: [propext, Classical.choice, Quot.sound]
```

The theorems concern zeros of a function; identifying such a zero with a growing solution of the equations of motion is the physical step left to the reader. In simulations with polarisable point dipoles, the threshold corresponds to the polarisation catastrophe, here for linear response and a single real feedback constant.
